# On a finite-dimensional state space, an undamped first-order s-stage Runge-Kutta-Chebyshev step in imaginary time is norm-stable exactly when every energy ε satisfies 0 ≤ τε ≤ 2s²

Take one eigenstate of energy ε and propagate it in imaginary time, dψ/dτ = −Hψ, with two applications of H per step. Let τ also denote the length of the step, and write x = τε. Two Euler substeps of length τ/2 multiply the amplitude by (1 − x/2)², which stays at or below 1 in size only for 0 ≤ x ≤ 4. Combining the same two applications of H differently gives the factor

p(x) = 2(1 − x/4)² − 1 = 1 − x + x²/8,

which also starts as 1 − x, but stays between −1 and 1 all the way to x = 8.

I recognise the Chebyshev polynomial T₂ here, and I am told that the pattern continues: with s stages, p(x) = T_s(1 − x/s²) has p(0) = 1, p'(0) = −1 and |p(x)| ≤ 1 on [0, 2s²], so that the stable range grows as the square of the number of stages. Can this be made rigorous and machine-checked? I would like it to cover the step that a program runs on a state vector, as well as the polynomial. I would also like to know whether 2s² is really where stability ends for this scheme.

## From the three-term recurrence to the limit 2s²

Yes, for a linear Hamiltonian that is symmetric on a finite-dimensional complex space, and 2s² is the exact limit for this scheme. Everything comes from the recurrence

T_0(y) = 1, T_1(y) = y, T_{n+2}(y) = 2y T_{n+1}(y) − T_n(y).

**Value and slope at x = 0.** At y = 1 the first two values are 1, and the recurrence gives 2·1 − 1 = 1 for each later one, so T_n(1) = 1 for all n. Differentiating the recurrence gives

T'_{n+2}(y) = 2T_{n+1}(y) + 2y T'_{n+1}(y) − T'_n(y).

The slopes at y = 1 start as 0 and 1. If T'_n(1) = n² and T'_{n+1}(1) = (n+1)², then

T'_{n+2}(1) = 2 + 2(n+1)² − n² = (n+2)².

Hence T'_s(1) = s². With p(x) = T_s(1 − x/s²) and s ≥ 1, this means p(0) = 1 and, by the chain rule,

p'(0) = −T'_s(1)/s² = −1.

The factor therefore agrees with the exact decay e^(−x) to first order.

**The bound inside the interval.** Put y = 1 − x/s². The condition 0 ≤ x ≤ 2s² is the same as −1 ≤ y ≤ 1. Then y = cos θ for some θ, and T_s(cos θ) = cos(sθ) has size at most 1.

**Its failure outside.** Suppose |y| > 1. The claim is that

1 ≤ |T_n(y)| < |T_{n+1}(y)|

for every n ≥ 0. For n = 0 it reads 1 ≤ 1 < |y|. If it holds for n, then |T_{n+1}(y)| ≥ 1, and

|T_{n+2}(y)| ≥ 2|y| |T_{n+1}(y)| − |T_n(y)| > (2|y| − 1) |T_{n+1}(y)| > |T_{n+1}(y)|.

So |T_s(y)| > |T_{s−1}(y)| ≥ 1 for every s ≥ 1, and the bound on p fails as soon as x leaves [0, 2s²].

**From the polynomial to the state vector.** With the substep h = τ/s², the algorithm computes

ψ_0 = ψ,
ψ_1 = ψ − hHψ,
ψ_{n+2} = 2(ψ_{n+1} − hHψ_{n+1}) − ψ_n,

and returns ψ_s. Let Hφ = εφ with ε real. Since H is symmetric, ⟨φ, Hχ⟩ = ⟨Hφ, χ⟩ = ε⟨φ, χ⟩ for every χ. The amplitudes a_n = ⟨φ, ψ_n⟩ therefore obey

a_1 = (1 − hε)a_0,
a_{n+2} = 2(1 − hε)a_{n+1} − a_n.

This is the Chebyshev recurrence at y = 1 − hε, so a_n = T_n(1 − hε)a_0. For the full step hε = τε/s², and the amplitude is multiplied by p(τε).

**The norm.** Let b_i be an orthonormal eigenbasis with energies ε_i. Then

‖ψ_s‖² = Σ_i p(τε_i)² |⟨b_i, ψ⟩|².

If every τε_i lies in [0, 2s²], each term is at most |⟨b_i, ψ⟩|², and the sum is at most ‖ψ‖². Conversely, suppose that the step never increases a norm, and start it from ψ = b_i. By the Cauchy-Schwarz inequality

|p(τε_i)| = |⟨b_i, ψ_s⟩| ≤ ‖ψ_s‖ ≤ ‖b_i‖ = 1,

so τε_i lies in [0, 2s²].

Here is the complete Lean file.

```lean
import Mathlib

open Polynomial

namespace RungeKuttaChebyshev

noncomputable section

/-- The damping factor `p(x) = T_s(1 - x/s²)` of the `s`-stage Runge-Kutta-Chebyshev step. -/
def rkcFactor (s : ℕ) (x : ℝ) : ℝ :=
  (Chebyshev.T ℝ (s : ℤ)).eval (1 - x / (s : ℝ) ^ 2)

/-- The three-term recurrence of the Chebyshev polynomials, evaluated at a point. -/
theorem chebyshev_recurrence (n : ℕ) (y : ℝ) :
    (Chebyshev.T ℝ ((n + 2 : ℕ) : ℤ)).eval y =
      2 * y * (Chebyshev.T ℝ ((n + 1 : ℕ) : ℤ)).eval y - (Chebyshev.T ℝ (n : ℤ)).eval y := by
  push_cast
  rw [Chebyshev.T_add_two]
  simp only [eval_sub, eval_mul, eval_X, eval_ofNat]

/-- The Chebyshev polynomial `T_n` has value `1` and slope `n²` at the point `1`. -/
theorem chebyshev_at_one (n : ℕ) :
    (Chebyshev.T ℝ (n : ℤ)).eval 1 = 1 ∧
      (derivative (Chebyshev.T ℝ (n : ℤ))).eval 1 = (n : ℝ) ^ 2 := by
  induction n using Nat.twoStepInduction with
  | zero => simp
  | one => simp
  | more n ih0 ih1 =>
    obtain ⟨a0, b0⟩ := ih0
    obtain ⟨a1, b1⟩ := ih1
    constructor
    · rw [chebyshev_recurrence, a0, a1]
      norm_num
    · -- differentiate the recurrence
      push_cast at a1 b1 ⊢
      rw [Chebyshev.T_add_two]
      simp only [derivative_sub, derivative_mul, derivative_X, derivative_ofNat, eval_sub,
        eval_add, eval_mul, eval_X, eval_ofNat, eval_zero, eval_one]
      linear_combination 2 * a1 + 2 * b1 - b0

/-- Outside `[-1, 1]` the size of `T_n(y)` is at least `1` and grows strictly with `n`. -/
theorem chebyshev_growth {y : ℝ} (hy : 1 < |y|) (n : ℕ) :
    1 ≤ |(Chebyshev.T ℝ (n : ℤ)).eval y| ∧
      |(Chebyshev.T ℝ (n : ℤ)).eval y| < |(Chebyshev.T ℝ ((n + 1 : ℕ) : ℤ)).eval y| := by
  induction n with
  | zero => exact ⟨by simp, by simpa using hy⟩
  | succ n ih =>
    obtain ⟨h1, h2⟩ := ih
    refine ⟨by linarith, ?_⟩
    change _ < |(Chebyshev.T ℝ ((n + 2 : ℕ) : ℤ)).eval y|
    rw [chebyshev_recurrence]
    generalize (Chebyshev.T ℝ ((n + 1 : ℕ) : ℤ)).eval y = a at *
    generalize (Chebyshev.T ℝ (n : ℤ)).eval y = b at *
    have h3 : |2 * y * a| - |b| ≤ |2 * y * a - b| := abs_sub_abs_le_abs_sub _ _
    have h4 : |2 * y * a| = 2 * |y| * |a| := by rw [abs_mul, abs_mul, abs_two]
    have h5 : 0 < (|y| - 1) * |a| := mul_pos (by linarith) (by linarith)
    nlinarith

/-- The damping factor agrees with `exp(-x)` to first order: `p(0) = 1` and `p'(0) = -1`. -/
theorem rkcFactor_consistent {s : ℕ} (hs : 1 ≤ s) :
    rkcFactor s 0 = 1 ∧ HasDerivAt (rkcFactor s) (-1) 0 := by
  have hs0 : (s : ℝ) ≠ 0 := by
    have : s ≠ 0 := by omega
    exact_mod_cast this
  constructor
  · rw [rkcFactor, zero_div, sub_zero]
    exact (chebyshev_at_one s).1
  · have inner' : HasDerivAt (fun x : ℝ => 1 - x / (s : ℝ) ^ 2) (-(1 / (s : ℝ) ^ 2)) 0 :=
      ((hasDerivAt_id' (0 : ℝ)).div_const _).const_sub 1
    have outer := (Chebyshev.T ℝ (s : ℤ)).hasDerivAt (1 - (0 : ℝ) / (s : ℝ) ^ 2)
    have h := HasDerivAt.comp (0 : ℝ) outer inner'
    refine HasDerivAt.congr_deriv h ?_
    -- the slope `s²` of `T_s` cancels the scaling `1/s²`
    rw [zero_div, sub_zero, (chebyshev_at_one s).2]
    field_simp

/-- The damping factor has size at most `1` exactly on the interval `[0, 2s²]`. -/
theorem rkcFactor_stable_iff {s : ℕ} (hs : 1 ≤ s) (x : ℝ) :
    |rkcFactor s x| ≤ 1 ↔ x ∈ Set.Icc 0 (2 * (s : ℝ) ^ 2) := by
  have hs0 : (0 : ℝ) < s := by exact_mod_cast hs
  have hs2 : (0 : ℝ) < (s : ℝ) ^ 2 := by positivity
  have e : x / (s : ℝ) ^ 2 * (s : ℝ) ^ 2 = x := div_mul_cancel₀ x hs2.ne'
  constructor
  · intro h
    have hy : |1 - x / (s : ℝ) ^ 2| ≤ 1 := by
      by_contra hc
      obtain ⟨m, rfl⟩ : ∃ m, s = m + 1 := ⟨s - 1, by omega⟩
      have hg := chebyshev_growth (not_le.mp hc) m
      unfold rkcFactor at h
      linarith [hg.1, hg.2]
    obtain ⟨h1, h2⟩ := abs_le.mp hy
    have h3 : 0 ≤ x / (s : ℝ) ^ 2 := by linarith
    exact ⟨by linarith [mul_nonneg h3 hs2.le], (div_le_iff₀ hs2).1 (by linarith)⟩
  · rintro ⟨h1, h2⟩
    have h3 : 0 ≤ x / (s : ℝ) ^ 2 := div_nonneg h1 hs2.le
    have h4 : x / (s : ℝ) ^ 2 ≤ 2 := (div_le_iff₀ hs2).2 h2
    -- write the argument as a cosine
    rw [rkcFactor, ← Real.cos_arccos (x := 1 - x / (s : ℝ) ^ 2) (by linarith) (by linarith),
      Chebyshev.T_real_cos]
    exact Real.abs_cos_le_one _

variable {E : Type*} [NormedAddCommGroup E] [InnerProductSpace ℂ E]

/-- The stage vectors of the Chebyshev recurrence with substep `h`, started from `ψ`;
each new stage applies the Hamiltonian `H` once. -/
def stage (H : E →ₗ[ℂ] E) (h : ℝ) (ψ : E) : ℕ → E
  | 0 => ψ
  | 1 => ψ - (h : ℂ) • H ψ
  | n + 2 => (2 : ℂ) • (stage H h ψ (n + 1) - (h : ℂ) • H (stage H h ψ (n + 1))) - stage H h ψ n

/-- One `s`-stage Runge-Kutta-Chebyshev step of length `τ` for the imaginary-time
equation `dψ/dτ = -H ψ`. -/
def rkcStep (H : E →ₗ[ℂ] E) (τ : ℝ) (s : ℕ) (ψ : E) : E :=
  stage H (τ / (s : ℝ) ^ 2) ψ s

/-- Stage `n` multiplies the amplitude on an eigenstate of energy `ε` by `T_n(1 - h ε)`. -/
theorem stage_amplitude {H : E →ₗ[ℂ] E} (hH : H.IsSymmetric) {φ : E} {ε : ℝ}
    (hφ : H φ = (ε : ℂ) • φ) (h : ℝ) (ψ : E) (n : ℕ) :
    inner ℂ φ (stage H h ψ n) =
      (((Chebyshev.T ℝ (n : ℤ)).eval (1 - h * ε) : ℝ) : ℂ) * inner ℂ φ ψ := by
  have hHx : ∀ χ : E, inner ℂ φ (H χ) = (ε : ℂ) * inner ℂ φ χ := fun χ => by
    rw [← hH φ χ, hφ, inner_smul_left, Complex.conj_ofReal]
  induction n using Nat.twoStepInduction with
  | zero => simp [stage]
  | one =>
    simp only [stage, inner_sub_right, inner_smul_right, hHx, Nat.cast_one, Chebyshev.T_one,
      eval_X, Complex.ofReal_sub, Complex.ofReal_mul, Complex.ofReal_one]
    ring
  | more n ih0 ih1 =>
    rw [chebyshev_recurrence]
    simp only [stage, inner_sub_right, inner_smul_right, hHx, ih0, ih1, Complex.ofReal_sub,
      Complex.ofReal_mul, Complex.ofReal_one, Complex.ofReal_ofNat]
    ring

/-- A full step multiplies the amplitude on an eigenstate of energy `ε` by `p(τ ε)`. -/
theorem rkcStep_amplitude {H : E →ₗ[ℂ] E} (hH : H.IsSymmetric) {φ : E} {ε : ℝ}
    (hφ : H φ = (ε : ℂ) • φ) (τ : ℝ) (s : ℕ) (ψ : E) :
    inner ℂ φ (rkcStep H τ s ψ) = (rkcFactor s (τ * ε) : ℂ) * inner ℂ φ ψ := by
  rw [rkcStep, stage_amplitude hH hφ, rkcFactor,
    show τ / (s : ℝ) ^ 2 * ε = τ * ε / (s : ℝ) ^ 2 by ring]

/-- An `s`-stage step of length `τ` never increases the norm of a state if and only if
every energy `ε` of the Hamiltonian satisfies `0 ≤ τ ε ≤ 2s²`. -/
theorem rkcStep_stable_iff [FiniteDimensional ℂ E] {d : ℕ} (hd : Module.finrank ℂ E = d)
    {H : E →ₗ[ℂ] E} (hH : H.IsSymmetric) (τ : ℝ) {s : ℕ} (hs : 1 ≤ s) :
    (∀ ψ : E, ‖rkcStep H τ s ψ‖ ≤ ‖ψ‖) ↔
      ∀ i, τ * hH.eigenvalues hd i ∈ Set.Icc 0 (2 * (s : ℝ) ^ 2) := by
  let b := hH.eigenvectorBasis hd
  have amp : ∀ i ψ, ‖inner ℂ (b i) (rkcStep H τ s ψ)‖ =
      |rkcFactor s (τ * hH.eigenvalues hd i)| * ‖inner ℂ (b i) ψ‖ := fun i ψ => by
    have eig : H (b i) = ((hH.eigenvalues hd i : ℝ) : ℂ) • b i :=
      hH.apply_eigenvectorBasis hd i
    rw [rkcStep_amplitude (ε := hH.eigenvalues hd i) hH eig, norm_mul, Complex.norm_real,
      Real.norm_eq_abs]
  have parseval : ∀ x : E, ‖x‖ ^ 2 = ∑ i, ‖inner ℂ (b i) x‖ ^ 2 := fun x => by
    rw [← b.repr.norm_map x, EuclideanSpace.norm_sq_eq]
    exact Finset.sum_congr rfl fun i _ => by rw [b.repr_apply_apply]
  constructor
  · -- test the step on a single eigenstate
    intro h i
    rw [← rkcFactor_stable_iff hs]
    have hb : ‖b i‖ = 1 := b.orthonormal.1 i
    have h1 := amp i (b i)
    have h2 : ‖inner ℂ (b i) (b i)‖ = 1 := by
      rw [inner_self_eq_norm_sq_to_K, hb]
      simp
    have h3 := norm_inner_le_norm (𝕜 := ℂ) (b i) (rkcStep H τ s (b i))
    have h4 := h (b i)
    rw [h2, mul_one] at h1
    rw [hb, one_mul] at h3
    linarith
  · -- no amplitude grows in size, hence neither does the norm
    intro h ψ
    refine (sq_le_sq₀ (norm_nonneg _) (norm_nonneg _)).1 ?_
    rw [parseval, parseval ψ]
    refine Finset.sum_le_sum fun i _ => ?_
    refine pow_le_pow_left₀ (norm_nonneg _) ?_ 2
    rw [amp]
    exact mul_le_of_le_one_left (norm_nonneg _) ((rkcFactor_stable_iff hs _).2 (h i))

end

end RungeKuttaChebyshev
```

```lean
#print axioms RungeKuttaChebyshev.rkcFactor_consistent
-- 'RungeKuttaChebyshev.rkcFactor_consistent' depends on axioms: [propext, Classical.choice, Quot.sound]
#print axioms RungeKuttaChebyshev.rkcStep_stable_iff
-- 'RungeKuttaChebyshev.rkcStep_stable_iff' depends on axioms: [propext, Classical.choice, Quot.sound]
```

## What the theorems say about a Hamiltonian and a step length

`rkcFactor s x` is p(x). Mathlib indexes Chebyshev polynomials by integers, which is why the natural number `s` appears as `(s : ℤ)`. Two theorems describe this function for `1 ≤ s`, that is, for a step with at least one stage:

- `rkcFactor_consistent` says that p(0) = 1 and that p has derivative −1 at 0. The predicate `HasDerivAt` states that the derivative exists and gives its value.
- `rkcFactor_stable_iff` says that, for real x, |p(x)| ≤ 1 if and only if x lies in the closed interval `Set.Icc 0 (2 * (s : ℝ) ^ 2)`.

The state space `E` is a complex inner product space, with the inner product conjugate-linear in its first argument. The Hamiltonian is a linear map `H : E →ₗ[ℂ] E`, and `H.IsSymmetric` is the condition ⟨Hφ, χ⟩ = ⟨φ, Hχ⟩. `stage` is the recurrence of vectors, and `rkcStep H τ s ψ` is the result after s stages. In the equation dψ/dτ = −Hψ, ħ is set to 1, so τ is an inverse energy and τε is a pure number.

`rkcStep_stable_iff` is the statement about the integrator. It assumes that `E` has finite dimension `d`, as a discretised or basis-set Hamiltonian does. The numbers `hH.eigenvalues hd i` are the d energies, counted with multiplicity. The theorem says that ‖ψ_s‖ ≤ ‖ψ‖ holds for all initial states if and only if 0 ≤ τε ≤ 2s² for every energy ε.

The lower end of the interval matters in practice. For τ > 0 a negative energy violates the condition, as it should, because the exact evolution e^(−τH) also makes that component grow. For a Hamiltonian with bound states below zero, moving the energy origin to the lowest energy or below it restores the lower bound. Renormalising the state from time to time is an alternative that keeps its norm under control, although the step itself then still violates the condition. Once all energies are non-negative and the largest one, ε_max, is positive, the condition on a forward step becomes

τ ≤ 2s²/ε_max.

By comparison, s Euler substeps of length τ/s give the factor (1 − x/s)^s and the limit 2s/ε_max. For imaginary-time relaxation of a fixed, finite-dimensional Hamiltonian, the Chebyshev arrangement thus allows a step s times longer for the same number of applications of H.

Stability here means that one step does not increase the norm. That alone does not guarantee convergence to the ground state. In the two-stage example p(8) = 1, so a component at τε = 8 passes through the step undiminished. Production versions of Runge-Kutta-Chebyshev often add damping, which pulls the size of the factor strictly below 1 away from x = 0 at the cost of a somewhat shorter interval, or are built to second order. The file treats the undamped first-order scheme. It does not compare p with other polynomials of the same degree, and it leaves aside rounding errors, unbounded operators and Hamiltonians that depend on the state, as in self-consistent field calculations.

## How the Lean proof follows the recurrence

`chebyshev_recurrence` evaluates Mathlib's polynomial recurrence at a real number y, and the later inductions draw on it. `chebyshev_at_one` proves the value 1 and the slope n² together, by an induction that assumes the two preceding cases. Its last line, `linear_combination 2 * a1 + 2 * b1 - b0`, is the differentiated recurrence at y = 1: `a1` is the value of T_{n+1} there, and `b1` and `b0` are the slopes of T_{n+1} and T_n.

`chebyshev_growth` is the strict growth outside [−1, 1]. In the induction step, `a` and `b` stand for T_{n+1}(y) and T_n(y). The inequality `h3` is the reverse triangle inequality, `h4` splits the absolute value of the product, and `h5` records that (|y| − 1)|a| is positive. `nlinarith` combines them into the chain of inequalities given above.

In `rkcFactor_consistent` the derivative comes from the chain rule: `inner'` is the slope −1/s² of the argument, `outer` is the derivative of T_s, and `field_simp` cancels s² against 1/s².

`rkcFactor_stable_iff` treats its two directions separately. If |p(x)| ≤ 1 but |1 − x/s²| > 1, the proof writes s = m + 1 and obtains a contradiction from `chebyshev_growth` at m. For the other direction it writes the argument as the cosine of its arccosine and applies `Chebyshev.T_real_cos`, which is T_s(cos θ) = cos(sθ).

`stage_amplitude` carries the recurrence over to the state vectors. Its auxiliary fact `hHx` moves H onto the eigenstate, and the induction then matches the amplitudes with T_n(1 − hε). `rkcStep_amplitude` inserts h = τ/s².

The final theorem takes `b` to be Mathlib's orthonormal eigenbasis. `amp` is the size of each amplitude after the step, and `parseval` writes the squared norm as the sum of squared amplitudes. In the forward direction the step is applied to `b i`, with `h3` as the Cauchy-Schwarz inequality. In the reverse direction, `Finset.sum_le_sum` compares the two sums term by term, and `sq_le_sq₀` passes from squared norms back to norms.

## Defining the step as a polynomial in H

The step could also have been defined directly as the operator T_s(1 − τH/s²), by substituting the operator into Mathlib's polynomial. An eigenstate of energy ε would then be multiplied by p(τε) through general facts about polynomials of operators, and the induction over stages would disappear from the stability proof. The theorem would, however, speak about an operator polynomial and not about the sequence of vectors that a program computes. Connecting the two would take a separate lemma, proved by much the same induction. With the recurrence as the definition, the stability condition applies directly to the algorithm in exact arithmetic, and one can read off the definition that each new stage applies H to one vector.
